# An upper bound on the energy after one Euler step in imaginary time

The theorem `energy_eulerStep_le` concerns a symmetric linear operator H, defined on a whole complex inner product space, whose normalised energy expectation values all lie between m and M. From a unit vector x with energy ρ and residual r = Hx − ρx, an explicit Euler step of real length t in imaginary time leads to x − t r. The theorem says that the energy of this new vector, its expectation value divided by its squared norm, is at most ρ − t‖r‖²(2 − t(M − m))/(1 + t²‖r‖²). The proof starts from an exact formula for the new energy, bounds the expectation value of H in r from above by M‖r‖² and ρ from below by m, and then compares two fractions with the same positive denominator.

An attempt in Lean 4 with a fault in it:

```lean
import Mathlib

open Filter Topology

namespace ImaginaryTimeEuler

noncomputable section

variable {E : Type*} [NormedAddCommGroup E] [InnerProductSpace ℂ E]
  {H : E →ₗ[ℂ] E} {x : E} {m M t : ℝ}

/-- The energy expectation value (Rayleigh quotient) of a nonzero state `x`. -/
def energy (H : E →ₗ[ℂ] E) (x : E) : ℝ := (inner ℂ x (H x)).re / ‖x‖ ^ 2

/-- The residual `H x - ρ x`, with `ρ` the energy of the nonzero state `x`. -/
def residual (H : E →ₗ[ℂ] E) (x : E) : E := H x - (energy H x : ℂ) • x

/-- One explicit Euler step of length `t` in imaginary time, from a nonzero state `x`. -/
def eulerStep (H : E →ₗ[ℂ] E) (t : ℝ) (x : E) : E := x - (t : ℂ) • residual H x

/-- All energy expectation values of `H` lie between `m` and `M`. -/
def EnergiesIn (H : E →ₗ[ℂ] E) (m M : ℝ) : Prop :=
  ∀ v : E, m * ‖v‖ ^ 2 ≤ (inner ℂ v (H v)).re ∧ (inner ℂ v (H v)).re ≤ M * ‖v‖ ^ 2

/-- For a symmetric `H` and a unit vector `x`, the energy equals the complex number `⟨x, H x⟩`. -/
theorem energy_eq_inner (hH : H.IsSymmetric) (hx : ‖x‖ = 1) :
    (energy H x : ℂ) = inner ℂ x (H x) := by
  have hc : (starRingEnd ℂ) (inner ℂ x (H x)) = inner ℂ x (H x) := by
    rw [inner_conj_symm]
    exact hH x x
  rw [energy, hx, one_pow, div_one]
  exact Complex.conj_eq_iff_re.mp hc

/-- For a symmetric `H`, the residual of a unit vector is orthogonal to it. -/
theorem inner_residual (hH : H.IsSymmetric) (hx : ‖x‖ = 1) :
    inner ℂ x (residual H x) = 0 := by
  rw [residual, inner_sub_right, inner_smul_right, energy_eq_inner hH hx,
    inner_self_eq_norm_sq_to_K, hx]
  simp

/-- For a symmetric `H`, the squared norm after an Euler step from a unit vector is `1 + t² ‖r‖²`,
with `r` the residual of that vector. -/
theorem norm_sq_eulerStep (hH : H.IsSymmetric) (hx : ‖x‖ = 1) (t : ℝ) :
    ‖eulerStep H t x‖ ^ 2 = 1 + t ^ 2 * ‖residual H x‖ ^ 2 := by
  rw [eulerStep, norm_sub_sq (𝕜 := ℂ), inner_smul_right, inner_residual hH hx, norm_smul, hx,
    Complex.norm_real, Real.norm_eq_abs, mul_pow, sq_abs]
  simp

/-- For a symmetric `H`, the exact energy after an Euler step from a unit vector, in terms of the
initial energy and the residual. -/
theorem energy_eulerStep (hH : H.IsSymmetric) (hx : ‖x‖ = 1) (t : ℝ) :
    energy H (eulerStep H t x) = energy H x +
      (t ^ 2 * ((inner ℂ (residual H x) (H (residual H x))).re
        - energy H x * ‖residual H x‖ ^ 2) - 2 * t * ‖residual H x‖ ^ 2)
      / (1 + t ^ 2 * ‖residual H x‖ ^ 2) := by
  have h0 := inner_residual hH hx
  have h0' : inner ℂ (residual H x) x = 0 := inner_eq_zero_symm.mp h0
  have hHx : H x = residual H x + (energy H x : ℂ) • x := by simp [residual]
  -- both cross terms equal the squared residual norm
  have h1 : inner ℂ (residual H x) (H x) = ((‖residual H x‖ ^ 2 : ℝ) : ℂ) := by
    rw [hHx, inner_add_right, inner_smul_right, h0', inner_self_eq_norm_sq_to_K]
    simp
  have h2 : inner ℂ x (H (residual H x)) = ((‖residual H x‖ ^ 2 : ℝ) : ℂ) := by
    rw [← hH x (residual H x), hHx, inner_add_left, inner_smul_left, h0,
      inner_self_eq_norm_sq_to_K]
    simp
  have h3 := (energy_eq_inner hH hx).symm
  have hy : inner ℂ (eulerStep H t x) (H (eulerStep H t x)) =
      ((energy H x - 2 * t * ‖residual H x‖ ^ 2 : ℝ) : ℂ)
        + ((t ^ 2 : ℝ) : ℂ) * inner ℂ (residual H x) (H (residual H x)) := by
    simp only [eulerStep, map_sub, map_smul, inner_sub_left, inner_sub_right, inner_smul_left,
      inner_smul_right, h1, h2, h3, Complex.conj_ofReal]
    push_cast
    ring
  have he : energy H (eulerStep H t x) =
      (inner ℂ (eulerStep H t x) (H (eulerStep H t x))).re / ‖eulerStep H t x‖ ^ 2 := rfl
  have hpos : 0 < 1 + t ^ 2 * ‖residual H x‖ ^ 2 := by positivity
  rw [he, hy, norm_sq_eulerStep hH hx, Complex.add_re, Complex.ofReal_re, Complex.re_ofReal_mul]
  field_simp
  ring

/-- Energy bound for one Euler step in imaginary time from a unit vector, when `H` is symmetric and
the energies of `H` lie in `[m, M]`. -/
theorem energy_eulerStep_le (hH : H.IsSymmetric) (hE : EnergiesIn H m M) (hx : ‖x‖ = 1)
    (t : ℝ) :
    energy H (eulerStep H t x) ≤ energy H x -
      t * ‖residual H x‖ ^ 2 * (2 - t * (M - m)) / (1 + t ^ 2 * ‖residual H x‖ ^ 2) := by
  have hm : m ≤ energy H x := by simpa [energy, hx] using (hE x).1
  have hM := (hE (residual H x)).2
  have hpos : 0 < 1 + t ^ 2 * ‖residual H x‖ ^ 2 := by positivity
  have ha := mul_le_mul_of_nonneg_right hm (sq_nonneg ‖residual H x‖)
  have hb : (inner ℂ (residual H x) (H (residual H x))).re - energy H x * ‖residual H x‖ ^ 2
      ≤ (M - m) * ‖residual H x‖ ^ 2 := by linarith
  have hc := mul_le_mul_of_nonneg_left hb (sq_nonneg t)
  rw [energy_eulerStep hH hx, sub_eq_add_neg (energy H x), ← neg_div]
  have key := (div_le_div_iff_of_pos_right hpos).2
    (show _ ≤ -(t * ‖residual H x‖ ^ 2 * (2 - t * (M - m))) by
      linarith [hc])
  linarith [key]

end

end ImaginaryTimeEuler
```

The error:

```
Main.lean:98:6: error: linarith failed to find a contradiction
E : Type u_1
inst✝¹ : NormedAddCommGroup E
inst✝ : InnerProductSpace ℂ E
H : E →ₗ[ℂ] E
x : E
m M : ℝ
hH : H.IsSymmetric
hE : EnergiesIn H m M
hx : ‖x‖ = 1
t : ℝ
hm : m ≤ energy H x
hM : (inner ℂ (residual H x) (H (residual H x))).re ≤ M * ‖residual H x‖ ^ 2
hpos : 0 < 1 + t ^ 2 * ‖residual H x‖ ^ 2
ha : m * ‖residual H x‖ ^ 2 ≤ energy H x * ‖residual H x‖ ^ 2
hb : (inner ℂ (residual H x) (H (residual H x))).re - energy H x * ‖residual H x‖ ^ 2 ≤ (M - m) * ‖residual H x‖ ^ 2
hc :
  t ^ 2 * ((inner ℂ (residual H x) (H (residual H x))).re - energy H x * ‖residual H x‖ ^ 2) ≤
    t ^ 2 * ((M - m) * ‖residual H x‖ ^ 2)
a✝ : -(t * ‖residual H x‖ ^ 2 * (2 - t * (M - m))) < ?m.335
⊢ False
failed
Main.lean:87:87: error: unsolved goals
E : Type u_1
inst✝¹ : NormedAddCommGroup E
inst✝ : InnerProductSpace ℂ E
H : E →ₗ[ℂ] E
x : E
m M : ℝ
hH : H.IsSymmetric
hE : EnergiesIn H m M
hx : ‖x‖ = 1
t : ℝ
hm : m ≤ energy H x
hM : (inner ℂ (residual H x) (H (residual H x))).re ≤ M * ‖residual H x‖ ^ 2
hpos : 0 < 1 + t ^ 2 * ‖residual H x‖ ^ 2
ha : m * ‖residual H x‖ ^ 2 ≤ energy H x * ‖residual H x‖ ^ 2
hb : (inner ℂ (residual H x) (H (residual H x))).re - energy H x * ‖residual H x‖ ^ 2 ≤ (M - m) * ‖residual H x‖ ^ 2
hc :
  t ^ 2 * ((inner ℂ (residual H x) (H (residual H x))).re - energy H x * ‖residual H x‖ ^ 2) ≤
    t ^ 2 * ((M - m) * ‖residual H x‖ ^ 2)
⊢ energy H x +
      (t ^ 2 * ((inner ℂ (residual H x) (H (residual H x))).re - energy H x * ‖residual H x‖ ^ 2) -
          2 * t * ‖residual H x‖ ^ 2) /
        (1 + t ^ 2 * ‖residual H x‖ ^ 2) ≤
    energy H x + -(t * ‖residual H x‖ ^ 2 * (2 - t * (M - m))) / (1 + t ^ 2 * ‖residual H x‖ ^ 2)
```

Diagnosis. In `show _ ≤ ...` the left side of the inequality is left for Lean to fill in, but `have key` has no stated type that would determine it. `linarith` therefore ran while that side was still unknown, as the `?m.335` in the first message shows. The hypothesis `hc` bounds a definite expression and cannot give a bound on an unknown one. The second message shows the main goal still open, with no `key` among its hypotheses.

The repair applies the same lemma, `div_le_div_iff_of_pos_right`, directly to the goal. In the `refine` line, `add_le_add le_rfl` deals with the energy term common to both sides, and matching against the goal fixes both numerators. What remains is a definite inequality between them, which follows from `hc` once the products are multiplied out, and `nlinarith [hc]` proves it. The cure lies in the known left side; the messages do not show that `nlinarith` was needed in place of `linarith`.

As a diff, the version that Lean accepts:

```diff
@@ -94,8 +94,6 @@
   have hc := mul_le_mul_of_nonneg_left hb (sq_nonneg t)
   rw [energy_eulerStep hH hx, sub_eq_add_neg (energy H x), ← neg_div]
-  have key := (div_le_div_iff_of_pos_right hpos).2
-    (show _ ≤ -(t * ‖residual H x‖ ^ 2 * (2 - t * (M - m))) by
-      linarith [hc])
-  linarith [key]
+  refine add_le_add le_rfl ((div_le_div_iff_of_pos_right hpos).2 ?_)
+  nlinarith [hc]
 
 end
```
